# In a band gap where the cell's transfer matrix has trace ±2 cosh q, the log-transmission per cell of a lossless periodic stack tends to −2q

Take a unit cell with a single channel and, for flux-normalised amplitudes of the right- and left-moving waves, the real transfer matrix

\[
M=\begin{pmatrix}\cosh q&\sinh q\\ \sinh q&\cosh q\end{pmatrix},\qquad q>0 .
\]

Putting two cells in a row doubles \(q\), and \(N\) cells give \(Nq\), so the transmission is \(T_N=1/\cosh^2(Nq)\), which falls off as \(4e^{-2qN}\). A general lossless cell with time-reversal symmetry has complex entries,

\[
M=\begin{pmatrix}a&b\\ \bar b&\bar a\end{pmatrix},\qquad \det M=1,
\]

and I expect the same rate whenever \(|\mathrm{Re}\,a|=\cosh q\): with \(T_N=1/|(M^N)_{22}|^2\), \(\log(T_N)/N\to-2q\). Can this be made rigorous, with a proof that a machine has checked?

## A closed form for N cells gives the rate and the prefactor

Yes. Write \(\alpha=\mathrm{Im}\,a\) and \(\mathrm{Re}\,a=s\cosh q\) with \(s=\pm1\). The determinant condition is \(|a|^2-|b|^2=1\), so

\[
|b|^2=\cosh^2q+\alpha^2-1=\sinh^2q+\alpha^2>0 .
\]

Number rows and columns from 0, as Lean does, so that your \((M^N)_{22}\) becomes \((M^N)_{11}\). Let \(r_N=(M^N)_{10}\) and \(t_N=(M^N)_{11}\). Then

\[
\sinh q\; r_N=s^{N+1}\,\bar b\,\sinh Nq,
\]
\[
\sinh q\; t_N=s^N\left(\sinh q\cosh Nq-i s\alpha\sinh Nq\right).
\]

At \(N=0\) these read \(r_0=0\), \(t_0=1\). One more cell gives \(r_{N+1}=r_Na+t_N\bar b\) and \(t_{N+1}=r_Nb+t_N\bar a\). Insert the formulas for \(N\), with \(a=s\cosh q+i\alpha\). In the first recursion the \(\alpha\) terms cancel:

\[
\sinh q\; r_{N+1}=s^N\bar b\,(\cosh q\sinh Nq+\sinh q\cosh Nq)=s^{N+2}\,\bar b\,\sinh (N+1)q .
\]

In the second, \(|b|^2=\sinh^2q+\alpha^2\) cancels the \(\alpha^2\) term:

\[
\begin{aligned}
\sinh q\; t_{N+1}={}&s^{N+1}\sinh q\,(\sinh q\sinh Nq+\cosh q\cosh Nq)\\
&-i\alpha s^N(\sinh q\cosh Nq+\cosh q\sinh Nq).
\end{aligned}
\]

The addition theorems and \(s^2=1\) turn this into the formula for \(N+1\). Taking squared moduli, with \(k=\alpha/\sinh q\),

\[
\frac1{T_N}=\cosh^2Nq+k^2\sinh^2Nq .
\]

Now set \(x=e^{-2qN}\). Since \(\cosh Nq=e^{Nq}(1+x)/2\) and \(\sinh Nq=e^{Nq}(1-x)/2\),

\[
T_Ne^{2qN}=\frac{1}{\left(\frac{1+x}2\right)^2+k^2\left(\frac{1-x}2\right)^2}
\;\longrightarrow\;\frac4{1+k^2}=\frac{4\sinh^2q}{|b|^2},
\]

because \(x\to0\). The limit is positive, so the logarithm of the left side converges too. For \(N\ge1\),

\[
\frac{\log T_N}{N}=-2q+\frac{\log(T_Ne^{2qN})}{N}\;\longrightarrow\;-2q .
\]

If only \(c=|\mathrm{Re}\,a|>1\) is given, put \(q=\log(c+\sqrt{c^2-1})\). Then \(q>0\) and \(e^{-q}=c-\sqrt{c^2-1}\), so \(\cosh q=c\).

**Numbers for one cell.** Let \(a=\tfrac54+i\) and \(b=\tfrac54\). The determinant is 1, and \(q=\log2\), \(\sinh q=\tfrac34\), \(k=\tfrac43\). The formula gives \(T_1=16/41\) and \(T_2=64/689\). Multiplied by \(e^{2qN}=4^N\), these are about 1.561 and 1.486, approaching \(36/25=1.44\). The logarithm per cell is still about \(-1.19\) at \(N=2\), against the limit \(-2\log2\approx-1.39\): the prefactor fades only as \(1/N\).

## The Lean file

```lean
import Mathlib

open Filter Topology ComplexConjugate

namespace BandGapDecayRate

noncomputable section

/-- The matrix with rows `(a, b)` and `(conj b, conj a)`. When its determinant is one, it models the
transfer matrix of a lossless unit cell. -/
def cell (a b : ℂ) : Matrix (Fin 2) (Fin 2) ℂ := !![a, b; conj b, conj a]

/-- The transmission of `N` identical cells with transfer matrix `M`: the inverse squared
modulus of the lower right entry of `M ^ N`. -/
def transmission (M : Matrix (Fin 2) (Fin 2) ℂ) (N : ℕ) : ℝ := 1 / ‖(M ^ N) 1 1‖ ^ 2

/-- For a cell of determinant one with `|Re a| = cosh q`, the squared modulus of `b` is
`sinh² q + (Im a)²`. -/
theorem norm_sq_b {a b : ℂ} {q : ℝ} (hdet : (cell a b).det = 1)
    (hgap : |a.re| = Real.cosh q) : ‖b‖ ^ 2 = Real.sinh q ^ 2 + a.im ^ 2 := by
  rw [cell, Matrix.det_fin_two_of] at hdet
  have h := congrArg Complex.re hdet
  simp only [Complex.sub_re, Complex.mul_re, Complex.conj_re, Complex.conj_im,
    Complex.one_re] at h
  have h2 : a.re ^ 2 = Real.cosh q ^ 2 := by rw [← hgap, sq_abs]
  have h3 := Real.cosh_sq q
  rw [← Complex.normSq_eq_norm_sq, Complex.normSq_apply]
  linarith

/-- The bottom row of the transfer matrix of `N` cells, multiplied by `sinh q`, when
`Re a = s cosh q` with a sign `s`. -/
theorem bottom_row_pow {a b : ℂ} {q s : ℝ} (hdet : (cell a b).det = 1)
    (hs : s ^ 2 = 1) (hre : a.re = s * Real.cosh q) (N : ℕ) :
    (Real.sinh q : ℂ) * (cell a b ^ N) 1 0
        = (s : ℂ) ^ N * s * conj b * (Real.sinh (N * q) : ℝ) ∧
    (Real.sinh q : ℂ) * (cell a b ^ N) 1 1
        = (s : ℂ) ^ N * ((Real.sinh q : ℝ) * (Real.cosh (N * q) : ℝ)
          - Complex.I * s * a.im * (Real.sinh (N * q) : ℝ)) := by
  have hgap : |a.re| = Real.cosh q := by
    have h1 : |s| = 1 := by
      have h0 : (s - 1) * (s + 1) = 0 := by linear_combination hs
      rcases mul_eq_zero.mp h0 with h | h
      · rw [show s = 1 by linarith, abs_one]
      · rw [show s = -1 by linarith, abs_neg, abs_one]
    rw [hre, abs_mul, h1, one_mul, abs_of_pos (Real.cosh_pos q)]
  have hs2 : (s : ℂ) ^ 2 = 1 := by exact_mod_cast hs
  have hgen : ∀ c : ℝ, a.re = s * c →
      a = s * c + Complex.I * a.im ∧ conj a = s * c - Complex.I * a.im := by
    intro c hc
    constructor <;> apply Complex.ext <;> simp [hc]
  obtain ⟨ha, hac⟩ := hgen _ hre
  have hbb : conj b * b = (Real.sinh q : ℂ) ^ 2 + (a.im : ℂ) ^ 2 := by
    rw [mul_comm, Complex.mul_conj, Complex.normSq_eq_norm_sq, norm_sq_b hdet hgap]
    simp only [Complex.ofReal_add, Complex.ofReal_pow]
  induction N with
  | zero => constructor <;> simp
  | succ n ih =>
    obtain ⟨ih0, ih1⟩ := ih
    -- adding one cell multiplies the row by the cell matrix
    have e0 : (cell a b ^ (n + 1)) 1 0
        = (cell a b ^ n) 1 0 * a + (cell a b ^ n) 1 1 * conj b := by
      rw [pow_succ, Matrix.mul_apply, Fin.sum_univ_two]; rfl
    have e1 : (cell a b ^ (n + 1)) 1 1
        = (cell a b ^ n) 1 0 * b + (cell a b ^ n) 1 1 * conj a := by
      rw [pow_succ, Matrix.mul_apply, Fin.sum_univ_two]; rfl
    have hm : ((n + 1 : ℕ) : ℝ) * q = n * q + q := by push_cast; ring
    rw [e0, e1, hm, Real.sinh_add, Real.cosh_add]
    simp only [Complex.ofReal_add, Complex.ofReal_mul]
    generalize (Real.sinh (n * q) : ℂ) = Sn at *
    generalize (Real.cosh (n * q) : ℂ) = Cn at *
    generalize (Real.sinh q : ℂ) = S at *
    generalize (Real.cosh q : ℂ) = C at *
    constructor
    · linear_combination a * ih0 + conj b * ih1 + (s : ℂ) ^ n * s * conj b * Sn * ha
        - (s : ℂ) ^ n * conj b * S * Cn * hs2
    · linear_combination b * ih0 + conj a * ih1
        + (s : ℂ) ^ n * (S * Cn - Complex.I * s * a.im * Sn) * hac
        + (s : ℂ) ^ n * s * Sn * hbb
        + (s : ℂ) ^ n * s * (a.im : ℂ) ^ 2 * Sn * Complex.I_sq
        + (s : ℂ) ^ n * Complex.I * a.im * S * Cn * hs2

/-- The exact transmission of `N` identical cells inside a band gap. -/
theorem transmission_eq {a b : ℂ} {q : ℝ} (hdet : (cell a b).det = 1) (hq : 0 < q)
    (hgap : |a.re| = Real.cosh q) (N : ℕ) :
    transmission (cell a b) N = 1 / (Real.cosh (N * q) ^ 2
      + (a.im / Real.sinh q) ^ 2 * Real.sinh (N * q) ^ 2) := by
  obtain ⟨s, hs, hre⟩ : ∃ s : ℝ, s ^ 2 = 1 ∧ a.re = s * Real.cosh q := by
    rcases (abs_eq (Real.cosh_pos q).le).mp hgap with h | h
    · exact ⟨1, by norm_num, by rw [h]; ring⟩
    · exact ⟨-1, by norm_num, by rw [h]; ring⟩
  have hS : Real.sinh q ≠ 0 := (Real.sinh_pos_iff.mpr hq).ne'
  have hn : ∀ u v t w z : ℝ, Complex.normSq ((u : ℂ) * v - Complex.I * t * w * z)
      = (u * v) ^ 2 + (t * w * z) ^ 2 := by
    intro u v t w z
    simp [Complex.normSq_apply]
    ring
  -- compare squared moduli in the closed form of the lower right entry
  have h := congrArg Complex.normSq (bottom_row_pow hdet hs hre N).2
  rw [map_mul, map_mul, map_pow, hn, Complex.normSq_ofReal, Complex.normSq_ofReal,
    ← pow_two s, hs, one_pow, one_mul, Complex.normSq_eq_norm_sq] at h
  have key : ‖(cell a b ^ N) 1 1‖ ^ 2 = Real.cosh (N * q) ^ 2
      + (a.im / Real.sinh q) ^ 2 * Real.sinh (N * q) ^ 2 := by
    apply mul_left_cancel₀ (mul_ne_zero hS hS)
    rw [h]
    field_simp
    linear_combination (a.im ^ 2 * Real.sinh (N * q) ^ 2) * hs
  rw [transmission, key]

/-- For a cell of determinant one with `|Re a| = cosh q` and `q > 0`, the transmission of `N` cells
multiplied by `exp(2qN)` converges to `4 sinh² q / |b|²`. -/
theorem transmission_prefactor {a b : ℂ} {q : ℝ} (hdet : (cell a b).det = 1) (hq : 0 < q)
    (hgap : |a.re| = Real.cosh q) :
    Tendsto (fun N : ℕ => transmission (cell a b) N * Real.exp (2 * q * N)) atTop
      (𝓝 (4 * Real.sinh q ^ 2 / ‖b‖ ^ 2)) := by
  have hS : 0 < Real.sinh q := Real.sinh_pos_iff.mpr hq
  set k : ℝ := a.im / Real.sinh q with hk
  let f : ℝ → ℝ := fun t => 1 / (((1 + t) / 2) ^ 2 + k ^ 2 * ((1 - t) / 2) ^ 2)
  have hf : ContinuousAt f 0 := by
    apply ContinuousAt.div continuousAt_const (by fun_prop)
    have : 0 < ((1 + (0 : ℝ)) / 2) ^ 2 + k ^ 2 * ((1 - 0) / 2) ^ 2 := by positivity
    exact this.ne'
  have hf0 : f 0 = 4 * Real.sinh q ^ 2 / ‖b‖ ^ 2 := by
    have h1 : 0 < Real.sinh q ^ 2 + a.im ^ 2 := by positivity
    have h2 : ((1 + (0 : ℝ)) / 2) ^ 2 + k ^ 2 * ((1 - 0) / 2) ^ 2
        = (Real.sinh q ^ 2 + a.im ^ 2) / (4 * Real.sinh q ^ 2) := by
      rw [hk]
      field_simp
      ring
    change 1 / (((1 + (0 : ℝ)) / 2) ^ 2 + k ^ 2 * ((1 - 0) / 2) ^ 2) = _
    rw [h2, norm_sq_b hdet hgap, one_div_div]
  have hr : Tendsto (fun N : ℕ => Real.exp (-2 * q) ^ N) atTop (𝓝 0) :=
    tendsto_pow_atTop_nhds_zero_of_lt_one (Real.exp_pos _).le
      (Real.exp_lt_one_iff.mpr (by linarith))
  rw [← hf0]
  refine (hf.tendsto.comp hr).congr fun N => ?_
  -- take the growing exponential out of the hyperbolic functions
  have hE : 0 < Real.exp (N * q) := Real.exp_pos _
  have e1 : Real.exp (2 * q * N) = Real.exp (N * q) ^ 2 := by
    rw [pow_two, ← Real.exp_add]; congr 1; ring
  have e2 : Real.exp (-2 * q) ^ N = (Real.exp (N * q))⁻¹ ^ 2 := by
    rw [← Real.exp_neg, pow_two, ← Real.exp_add, ← Real.exp_nat_mul]; congr 1; ring
  rw [transmission_eq hdet hq hgap, Real.cosh_eq, Real.sinh_eq (N * q), Real.exp_neg, e1,
    Function.comp_apply, e2, ← hk]
  generalize Real.exp (N * q) = E at hE
  change 1 / (((1 + E⁻¹ ^ 2) / 2) ^ 2 + k ^ 2 * ((1 - E⁻¹ ^ 2) / 2) ^ 2) = _
  have hD : 0 < ((1 + E⁻¹ ^ 2) / 2) ^ 2 + k ^ 2 * ((1 - E⁻¹ ^ 2) / 2) ^ 2 := by positivity
  have h1 : E * E⁻¹ = 1 := mul_inv_cancel₀ hE.ne'
  have hp : E + E⁻¹ = E * (1 + E⁻¹ ^ 2) := by linear_combination (-E⁻¹) * h1
  have hm : E - E⁻¹ = E * (1 - E⁻¹ ^ 2) := by linear_combination E⁻¹ * h1
  have key : ((E + E⁻¹) / 2) ^ 2 + k ^ 2 * ((E - E⁻¹) / 2) ^ 2
      = E ^ 2 * (((1 + E⁻¹ ^ 2) / 2) ^ 2 + k ^ 2 * ((1 - E⁻¹ ^ 2) / 2) ^ 2) := by
    rw [hp, hm]; ring
  rw [key]
  generalize ((1 + E⁻¹ ^ 2) / 2) ^ 2 + k ^ 2 * ((1 - E⁻¹ ^ 2) / 2) ^ 2 = D at hD
  have hD' := hD.ne'
  have hE' := hE.ne'
  field_simp

/-- For a cell of determinant one with `|Re a| = cosh q` and `q > 0`, the logarithm of the
transmission per cell converges to `-2q`. -/
theorem gap_decay_rate {a b : ℂ} {q : ℝ} (hdet : (cell a b).det = 1) (hq : 0 < q)
    (hgap : |a.re| = Real.cosh q) :
    Tendsto (fun N : ℕ => Real.log (transmission (cell a b) N) / N) atTop
      (𝓝 (-2 * q)) := by
  have hS : 0 < Real.sinh q := Real.sinh_pos_iff.mpr hq
  have hL : 4 * Real.sinh q ^ 2 / ‖b‖ ^ 2 ≠ 0 := by
    rw [norm_sq_b hdet hgap]; positivity
  -- the logarithm of the convergent prefactor is negligible per cell
  have h0 := ((transmission_prefactor hdet hq hgap).log hL).div_atTop
    (tendsto_natCast_atTop_atTop (R := ℝ))
  have h1 := h0.add_const (-2 * q)
  rw [zero_add] at h1
  refine h1.congr' ?_
  filter_upwards [eventually_gt_atTop 0] with N hN
  have hN' : (N : ℝ) ≠ 0 := by exact_mod_cast hN.ne'
  have hT : 0 < transmission (cell a b) N := by
    rw [transmission_eq hdet hq hgap]
    have := Real.cosh_pos (N * q)
    positivity
  rw [Real.log_mul hT.ne' (Real.exp_pos _).ne', Real.log_exp]
  field_simp
  ring

/-- For a cell of determinant one with `|Re a| > 1`, the logarithm of the transmission per cell
converges to `-2 log(|Re a| + √((Re a)² - 1))`. -/
theorem gap_decay_rate_of_re {a b : ℂ} (hdet : (cell a b).det = 1) (ha : 1 < |a.re|) :
    Tendsto (fun N : ℕ => Real.log (transmission (cell a b) N) / N) atTop
      (𝓝 (-2 * Real.log (|a.re| + √(a.re ^ 2 - 1)))) := by
  have hw := Real.sqrt_nonneg (a.re ^ 2 - 1)
  have hw2 : √(a.re ^ 2 - 1) ^ 2 = |a.re| ^ 2 - 1 := by
    rw [Real.sq_sqrt (by rw [← sq_abs]; nlinarith), sq_abs]
  apply gap_decay_rate hdet (Real.log_pos (by linarith))
  have hinv : (|a.re| + √(a.re ^ 2 - 1))⁻¹ = |a.re| - √(a.re ^ 2 - 1) :=
    inv_eq_of_mul_eq_one_right (by linear_combination -hw2)
  rw [Real.cosh_eq, Real.exp_neg, Real.exp_log (by linarith), hinv]
  ring

end

end BandGapDecayRate
```

```lean
#print axioms BandGapDecayRate.gap_decay_rate_of_re
```

```
'BandGapDecayRate.gap_decay_rate_of_re' depends on axioms: [propext, Classical.choice, Quot.sound]
```

## What the theorems say about the cell

`cell a b` is the matrix above, and `transmission M N` is the inverse squared modulus of the lower right entry of `M ^ N`. The hypothesis `hdet` sets the determinant to one, while `hgap` and `hq` place the cell in a gap: half the trace of \(M\) has modulus \(\cosh q>1\). `gap_decay_rate` then states the limit \(-2q\), with `Tendsto … atTop` meaning \(N\to\infty\). `transmission_prefactor` is the sharper law for \(T_Ne^{2qN}\), and `gap_decay_rate_of_re` gives the rate from \(\mathrm{Re}\,a\) alone.

The physics enters through assumptions. The conjugate pattern of the entries stands for time-reversal symmetry, and determinant one then expresses conservation of flux. Reading \(1/|(M^N)_{11}|^2\) as a transmission presumes flux-normalised amplitudes and the same medium on both sides. No wave equation or potential is solved to obtain \(a\) and \(b\), which are fixed at one energy. Absorption, disorder and coupled channels are excluded.

For coherent, non-interacting, single-channel tunnelling through a periodic barrier at a fixed energy in the gap, \(2q\) is the decrease of \(\log T_N\) per cell that a transport calculation should approach for long barriers.

## How the proof follows the calculation

`norm_sq_b` takes the real part of the determinant equation and uses \(\cosh^2q=\sinh^2q+1\).

`bottom_row_pow` is the induction. The equations `e0` and `e1` are the two recursions; after the addition theorems are applied, `generalize` replaces the hyperbolic functions by letters. Each `linear_combination` then lists the facts used by hand: the induction hypotheses, the splitting of \(a\) or \(\bar a\), \(s^2=1\) and, for \(t_{N+1}\), also \(|b|^2\) and \(i^2=-1\).

`transmission_eq` chooses the sign \(s\), applies `Complex.normSq` to the second formula and cancels \(\sinh^2q\).

`transmission_prefactor` defines the function `f` of \(x\) (called `t` there), shows that it is continuous at 0, and composes it with the powers of \(e^{-2q}\), which tend to zero. The rest of the proof factors out \(e^{2Nq}\) to identify this composition with \(T_Ne^{2qN}\).

`gap_decay_rate` takes the logarithm of that limit, which `hL` shows to be nonzero, and divides by \(N\) with `div_atTop`. It adds \(-2q\) and splits the logarithm of the product for \(N>0\), where \(T_N\) is positive. `gap_decay_rate_of_re` applies this theorem to the explicit \(q\); `hinv` supplies the value of \(e^{-q}\) needed for \(\cosh q=|\mathrm{Re}\,a|\).
